# For finitely many positive-frequency modes with nonnegative weights, not all zero, the second-order dephasing rate is negative at arbitrarily late times

A two-level system loses phase coherence to a bath consisting of a single mode, with frequency $w>0$ and weight $g>0$. The real part of the bath correlation function is $g\cos(ws)$, and its integral from $0$ to $t$ is, up to a positive constant factor, the second-order dephasing rate
$$R(t)=g\,\frac{\sin(wt)}{w}.$$
In the second half of every period this is negative, and the coherence grows back. With several incommensurate frequencies the motion never repeats exactly, but it nearly repeats, and that is enough to bring negative rates back at arbitrarily late times.

## The rate and the equation it belongs to

For pure dephasing, the time-local master equation of second order in the coupling has the form $|\rho_{01}|'=-c\,R(t)\,|\rho_{01}|$. Here $\rho_{01}$ is the coherence and $c>0$ depends on conventions. For modes $k$ with frequencies $w_k$ and weights $g_k$,
$$C(s)=\sum_k g_k\cos(w_ks),\qquad R(t)=\int_0^t C(s)\,ds .$$
The function $C$ is the real, symmetrised part of the bath correlation function. The letter $g_k$ often denotes a coupling amplitude; here it is a weight, which for a linearly coupled harmonic bath is the squared coupling times a thermal factor.

In Lean, the modes are the elements of a finite type `ι`, and `g` and `w` are real functions on it. The definitions `correlation` and `rate` are $C$ and $R$. The step from this model to a real system is the master equation itself: that $R(t)$ governs the coherence is assumed, not derived.

```lean
import Mathlib

open Filter Topology

namespace DiscreteBathDephasing

noncomputable section

variable {ι : Type*} [Fintype ι]

/-- The correlation function of a discrete bath with weights `g k` and
frequencies `w k`: a finite sum of cosines. -/
def correlation (g w : ι → ℝ) (s : ℝ) : ℝ := ∑ k, g k * Real.cos (w k * s)

/-- The time-dependent second-order dephasing rate: the bath correlation function
integrated from the initial time `0` to `t`. -/
def rate (g w : ι → ℝ) (t : ℝ) : ℝ := ∫ s in (0 : ℝ)..t, correlation g w s
```

## No mode at zero frequency

A mode with $w_k=0$ is a static random shift of the level splitting, constant during a run but different from one run to the next. The hypothesis $w_k>0$ excludes it. The sign is a convention, since the cosine is even.

The derivation uses $w_k\neq0$ to integrate each mode. Since $\frac{d}{ds}\frac{\sin(w_ks)}{w_k}=\cos(w_ks)$,
$$R(t)=\sum_k g_k\int_0^t\cos(w_ks)\,ds=\sum_k g_k\,\frac{\sin(w_kt)}{w_k}.$$
The first equality holds for all frequencies and is `rate_eq_sum_integral`. The second needs them nonzero: `mode_integral` applies the fundamental theorem of calculus to one mode, and `rate_eq_sum` adds the modes up.

```lean
/-- The dephasing rate is the weighted sum of the integrated oscillations of the
single modes. -/
theorem rate_eq_sum_integral (g w : ι → ℝ) (t : ℝ) :
    rate g w t = ∑ k, g k * ∫ s in (0 : ℝ)..t, Real.cos (w k * s) := by
  have h : ∀ k ∈ (Finset.univ : Finset ι), IntervalIntegrable
      (fun s : ℝ => g k * Real.cos (w k * s)) MeasureTheory.volume 0 t := fun k _ =>
    (by fun_prop : Continuous fun s : ℝ => g k * Real.cos (w k * s)).intervalIntegrable 0 t
  unfold rate correlation
  rw [intervalIntegral.integral_finsetSum h]
  simp only [intervalIntegral.integral_const_mul]

/-- A mode of nonzero frequency `w` contributes `sin (w t) / w` per unit weight. -/
theorem mode_integral {w : ℝ} (hw : w ≠ 0) (t : ℝ) :
    ∫ s in (0 : ℝ)..t, Real.cos (w * s) = Real.sin (w * t) / w := by
  have h : ∀ x ∈ Set.uIcc 0 t,
      HasDerivAt (fun x : ℝ => Real.sin (w * x) / w) (Real.cos (w * x)) x := by
    intro x _
    have h1 : HasDerivAt (fun x : ℝ => w * x) w x := by
      simpa using (hasDerivAt_id x).const_mul w
    exact (h1.sin.div_const w).congr_deriv (mul_div_cancel_right₀ _ hw)
  have hc : Continuous fun x : ℝ => Real.cos (w * x) := by fun_prop
  rw [intervalIntegral.integral_eq_sub_of_hasDerivAt h (hc.intervalIntegrable 0 t)]
  simp

/-- If no frequency vanishes, the dephasing rate is `∑ g_k sin (w_k t) / w_k`. -/
theorem rate_eq_sum {g w : ι → ℝ} (hw : ∀ k, w k ≠ 0) (t : ℝ) :
    rate g w t = ∑ k, g k * (Real.sin (w k * t) / w k) := by
  rw [rate_eq_sum_integral]
  exact Finset.sum_congr rfl fun k _ => by rw [mode_integral (hw k)]
```

Without the hypothesis the claim fails already for one mode: $w=0$ and $g>0$ give $R(t)=gt$, which is positive at all positive times.

The sum of sines could also have served as the definition of the rate. Lean evaluates division by zero as zero, so a static mode would then have contributed nothing instead of $g_kt$. The results for positive frequencies would read the same, but the growth caused by a static mode would be lost.

## Finitely many modes

Finiteness is the mark of a discretised bath, as used in simulations. It enters through compactness. At integer times $n$, the numbers $(\sin w_kn,\cos w_kn)$ for all $k$ form a point in a bounded closed box of finite dimension, so along some increasing sequence of times $\varphi(0)<\varphi(1)<\dots$ these points converge.

Given $\varepsilon>0$ and a time $T$, choose $N$ such that any two points from the $N$th onwards differ by less than $\varepsilon/2$ in every component. Choose an integer $M>T+\varphi(N)$, and set $u=\varphi(\max(N,M))$, $v=\varphi(N)$ and $\tau=u-v$. Since $u\ge M$, we have $\tau>T$. For every real $s$, the subtraction formula gives
$$\begin{aligned}\sin(w_k(\tau-s))&=\sin(w_ku)\cos(w_k(v+s))-\cos(w_ku)\sin(w_k(v+s)),\\-\sin(w_ks)&=\sin(w_kv)\cos(w_k(v+s))-\cos(w_kv)\sin(w_k(v+s)).\end{aligned}$$
Subtracting the second line from the first,
$$\begin{aligned}\sin(w_k(\tau-s))+\sin(w_ks)={}&(\sin w_ku-\sin w_kv)\cos(w_k(v+s))\\&-(\cos w_ku-\cos w_kv)\sin(w_k(v+s)).\end{aligned}$$
Each term is smaller than $\varepsilon/2$ in magnitude, so the left side is smaller than $\varepsilon$, for all $k$ and $s$ at once.

This is `phase_recurrence`. The call to `hK.tendsto_subseq` supplies the convergent subsequence, `h1` and `h2` are the two $\varepsilon/2$ bounds, and `e3` is the last identity.

```lean
/-- Phase recurrence: there are arbitrarily late times `τ` around which all modes
run, to any accuracy, as they do around time zero, so that the sine at `τ - s` is
nearly minus the sine at `s`. -/
theorem phase_recurrence (w : ι → ℝ) (T : ℝ) {ε : ℝ} (hε : 0 < ε) :
    ∃ τ > T, ∀ k s, |Real.sin (w k * (τ - s)) + Real.sin (w k * s)| < ε := by
  -- the phases at integer times stay in a compact set
  let x : ℕ → ι → ℝ × ℝ := fun n k => (Real.sin (w k * n), Real.cos (w k * n))
  have hK : IsCompact (Set.univ.pi fun _ : ι =>
      Set.Icc (-1 : ℝ) 1 ×ˢ Set.Icc (-1 : ℝ) 1) :=
    isCompact_univ_pi fun _ => isCompact_Icc.prod isCompact_Icc
  obtain ⟨a, -, φ, hφ, ha⟩ := hK.tendsto_subseq (x := x) fun n k _ =>
    ⟨⟨Real.neg_one_le_sin _, Real.sin_le_one _⟩, ⟨Real.neg_one_le_cos _, Real.cos_le_one _⟩⟩
  obtain ⟨N, hN⟩ := Metric.cauchySeq_iff.1 ha.cauchySeq (ε / 2) (half_pos hε)
  obtain ⟨M, hM⟩ := exists_nat_gt (T + φ N)
  -- two late members of the subsequence, far apart in time, have nearly equal phases
  have hm : (M : ℝ) ≤ φ (max N M) := by
    exact_mod_cast (le_max_right N M).trans hφ.le_apply
  refine ⟨φ (max N M) - φ N, by linarith, fun k s => ?_⟩
  have hk := (dist_le_pi_dist (x (φ (max N M))) (x (φ N)) k).trans_lt
    (hN (max N M) (le_max_left N M) N le_rfl)
  rw [Prod.dist_eq, max_lt_iff] at hk
  have h1 : |Real.sin (w k * φ (max N M)) - Real.sin (w k * φ N)| < ε / 2 := hk.1
  have h2 : |Real.cos (w k * φ (max N M)) - Real.cos (w k * φ N)| < ε / 2 := hk.2
  have e1 : w k * ((φ (max N M) : ℝ) - φ N - s)
      = w k * φ (max N M) - w k * (φ N + s) := by ring
  have e2 : Real.sin (w k * s) = -Real.sin (w k * φ N - w k * (φ N + s)) := by
    rw [← Real.sin_neg]
    congr 1
    ring
  have e3 : Real.sin (w k * ((φ (max N M) : ℝ) - φ N - s)) + Real.sin (w k * s)
      = (Real.sin (w k * φ (max N M)) - Real.sin (w k * φ N)) * Real.cos (w k * (φ N + s))
      - (Real.cos (w k * φ (max N M)) - Real.cos (w k * φ N))
        * Real.sin (w k * (φ N + s)) := by
    rw [e1, e2, Real.sin_sub, Real.sin_sub]
    ring
  have b1 := (mul_le_of_le_one_right (abs_nonneg _)
    (Real.abs_cos_le_one (w k * (φ N + s)))).trans_lt h1
  have b2 := (mul_le_of_le_one_right (abs_nonneg _)
    (Real.abs_sin_le_one (w k * (φ N + s)))).trans_lt h2
  rw [← abs_mul, abs_lt] at b1 b2
  rw [e3, abs_lt]
  constructor <;> linarith [b1.1, b1.2, b2.1, b2.2]
```

To pass to the rate, let $B=\sum_k|g_k/w_k|$. Apply the recurrence with accuracy $\varepsilon/(B+1)$ and a time $\tau>T+s$, and put $t=\tau-s>T$. Then
$$|R(t)+R(s)|\le\sum_k\left|\frac{g_k}{w_k}\right|\frac{\varepsilon}{B+1}=\frac{B\,\varepsilon}{B+1}<\varepsilon .$$
Whatever value the rate has at $s$, it comes close to the opposite value at arbitrarily late times. The `calc` block in `rate_recurrence` is this chain of estimates.

```lean
/-- If no frequency vanishes, the dephasing rate comes back, at arbitrarily late
times and to any accuracy, to minus the value it has at any given time `s`. -/
theorem rate_recurrence {g w : ι → ℝ} (hw : ∀ k, w k ≠ 0) (s T : ℝ) {ε : ℝ}
    (hε : 0 < ε) : ∃ t > T, |rate g w t + rate g w s| < ε := by
  have hB : 0 ≤ ∑ k, |g k / w k| := Finset.sum_nonneg fun k _ => abs_nonneg _
  set B := ∑ k, |g k / w k| with hBdef
  have hδ : 0 < ε / (B + 1) := by positivity
  obtain ⟨τ, hτ, h⟩ := phase_recurrence w (T + s) hδ
  refine ⟨τ - s, by linarith, ?_⟩
  have e : rate g w (τ - s) + rate g w s
      = ∑ k, g k / w k * (Real.sin (w k * (τ - s)) + Real.sin (w k * s)) := by
    rw [rate_eq_sum hw, rate_eq_sum hw, ← Finset.sum_add_distrib]
    exact Finset.sum_congr rfl fun k _ => by ring
  rw [e]
  calc |∑ k, g k / w k * (Real.sin (w k * (τ - s)) + Real.sin (w k * s))|
      ≤ ∑ k, |g k / w k * (Real.sin (w k * (τ - s)) + Real.sin (w k * s))| :=
        Finset.abs_sum_le_sum_abs _ _
    _ ≤ ∑ k, |g k / w k| * (ε / (B + 1)) := by
        refine Finset.sum_le_sum fun k _ => ?_
        rw [abs_mul]
        exact mul_le_mul_of_nonneg_left (h k s).le (abs_nonneg _)
    _ = B * (ε / (B + 1)) := by rw [← Finset.sum_mul]
    _ < (B + 1) * (ε / (B + 1)) := mul_lt_mul_of_pos_right (by linarith) hδ
    _ = ε := mul_div_cancel₀ ε (by positivity)
```

If the sum is replaced by an integral over a continuous density of frequencies, the claim can fail. The density $\frac{2}{\pi}\frac{1}{1+w^2}$ on $w>0$ gives $C(s)=e^{-s}$ for $s\ge0$, hence $R(t)=1-e^{-t}$, which is positive for $t>0$ and settles to $1$.

## Nonnegative weights, not all zero

Nonnegative weights express that the bath's fluctuations have a nonnegative spectrum, and "not all zero" says that the system is coupled to it at all. Both are used to find one time at which the rate is positive. Take
$$s=\frac{1}{1+\sum_k w_k}.$$
Then $0<w_ks\le1<\pi$, so every $\sin(w_ks)/w_k$ is positive. All terms of $R(s)$ are nonnegative and at least one is positive, so $R(s)>0$. The lemma `rate_pos_somewhere` uses the same $s$; its `hpos` is the positivity of the single modes, and `Finset.sum_pos'` adds them.

```lean
/-- For positive frequencies and nonnegative weights, not all zero, the dephasing
rate is positive at some positive time. -/
theorem rate_pos_somewhere {g w : ι → ℝ} (hw : ∀ k, 0 < w k) (hg : ∀ k, 0 ≤ g k)
    (hne : ∃ k, g k ≠ 0) : ∃ s > 0, 0 < rate g w s := by
  have hW : 0 ≤ ∑ k, w k := Finset.sum_nonneg fun k _ => (hw k).le
  have hs : 0 < 1 / (1 + ∑ k, w k) := by positivity
  refine ⟨1 / (1 + ∑ k, w k), hs, ?_⟩
  -- at this time no mode has completed half a period
  have hpos : ∀ k, 0 < Real.sin (w k * (1 / (1 + ∑ k, w k))) / w k := by
    intro k
    have hk : w k ≤ ∑ k, w k :=
      Finset.single_le_sum (fun j _ => (hw j).le) (Finset.mem_univ k)
    have h1 : w k * (1 / (1 + ∑ k, w k)) ≤ 1 := by
      rw [mul_one_div, div_le_iff₀ (by linarith)]
      linarith
    exact div_pos (Real.sin_pos_of_pos_of_lt_pi (mul_pos (hw k) hs)
      (by linarith [Real.pi_gt_three])) (hw k)
  obtain ⟨j, hj⟩ := hne
  rw [rate_eq_sum fun k => (hw k).ne']
  exact Finset.sum_pos' (fun k _ => mul_nonneg (hg k) (hpos k).le)
    ⟨j, Finset.mem_univ j, mul_pos (lt_of_le_of_ne (hg j) hj.symm) (hpos j)⟩
```

If all weights vanish, $R$ is identically zero and never negative. If negative weights are allowed, two modes of equal frequency with weights $1$ and $-1$ cancel to the same effect. This example shows only that such complete cancellation has to be excluded.

## Negative rates at late times, and no limit

All the conditions now combine. Take $s$ with $R(s)>0$ and use the recurrence with $\varepsilon=R(s)$. Beyond any $T$ there is a time $t$ with $R(t)+R(s)<R(s)$, that is, $R(t)<0$. In `rate_negative_arbitrarily_late`, the hypotheses `hw`, `hg` and `hne` say that the frequencies are positive, the weights nonnegative and not all of them zero. The conclusion is that for every real `T` some `t > T` has `rate g w t < 0`.

```lean
/-- For finitely many modes with positive frequencies and nonnegative weights, not
all zero, the second-order dephasing rate is negative at arbitrarily late times. -/
theorem rate_negative_arbitrarily_late {g w : ι → ℝ} (hw : ∀ k, 0 < w k)
    (hg : ∀ k, 0 ≤ g k) (hne : ∃ k, g k ≠ 0) (T : ℝ) : ∃ t > T, rate g w t < 0 := by
  obtain ⟨s, -, hs⟩ := rate_pos_somewhere hw hg hne
  obtain ⟨t, ht, h⟩ := rate_recurrence (g := g) (fun k => (hw k).ne') s T hs
  exact ⟨t, ht, by linarith [(abs_lt.1 h).2]⟩
```

Nor does the rate converge. If $R(t)\to L$ for some real $L$, the recurrence forces $L=-R(s)$ for every $s$. From $s=0$ this gives $L=0$, and from the time with $R(s)>0$ it gives $L<0$, a contradiction. In `rate_no_markovian_limit`, `key` is the statement $L+R(s)=0$, obtained by taking half of $|L+R(s)|$ as the accuracy both for the limit and for the recurrence.

```lean
/-- Under the same conditions (positive frequencies, nonnegative weights, not all
zero) the dephasing rate does not converge to any long-time value. -/
theorem rate_no_markovian_limit {g w : ι → ℝ} (hw : ∀ k, 0 < w k)
    (hg : ∀ k, 0 ≤ g k) (hne : ∃ k, g k ≠ 0) (L : ℝ) :
    ¬ Tendsto (rate g w) atTop (𝓝 L) := by
  intro hL
  -- by recurrence, a limit would be minus every value of the rate
  have key : ∀ s, L + rate g w s = 0 := by
    intro s
    by_contra hs
    have hε : 0 < |L + rate g w s| / 2 := half_pos (abs_pos.2 hs)
    obtain ⟨T, hT⟩ := Metric.tendsto_atTop.1 hL _ hε
    obtain ⟨t, ht, h⟩ := rate_recurrence (g := g) (fun k => (hw k).ne') s T hε
    have h' := hT t (le_of_lt ht)
    rw [Real.dist_eq, abs_lt] at h'
    rw [abs_lt] at h
    have : |L + rate g w s| < |L + rate g w s| :=
      abs_lt.2 ⟨by linarith [h.1, h'.2], by linarith [h.2, h'.1]⟩
    exact lt_irrefl _ this
  obtain ⟨s, -, hs⟩ := rate_pos_somewhere hw hg hne
  have h0 : rate g w 0 = 0 := by simp [rate]
  linarith [key 0, key s]
```

The Markovian form of Redfield theory replaces $R(t)$ by its long-time limit. For pure dephasing by a finite bath of this kind, that limit does not exist, so a plateau of $R(t)$ seen in a simulation is temporary. The theorems give no estimate of how long it lasts.

## A static mode among others

The growth found for one static mode survives the addition of others. Let $A$ be the total weight at zero frequency, and suppose $A>0$ with all weights nonnegative. The static modes contribute $At$, and each other mode is at least $-g_k/|w_k|$, so for all $t$
$$R(t)\ge At-\sum_{w_k\ne0}\frac{g_k}{|w_k|},$$
and $R(t)\to+\infty$. Negative rates then occur only up to some finite time. In `rate_diverges_of_zero_mode`, `hbound` is this inequality, proved mode by mode with a case split on `w k = 0`. The nonzero frequencies may have either sign here.

```lean
/-- For nonnegative weights, a zero-frequency mode of positive weight makes the
dephasing rate grow beyond all bounds at late times. -/
theorem rate_diverges_of_zero_mode {g w : ι → ℝ} (hg : ∀ k, 0 ≤ g k)
    (h0 : ∃ k, w k = 0 ∧ 0 < g k) : Tendsto (rate g w) atTop atTop := by
  obtain ⟨j, hj, hgj⟩ := h0
  have hA : 0 < ∑ k, (if w k = 0 then g k else 0) := by
    refine Finset.sum_pos' (fun k _ => ?_) ⟨j, Finset.mem_univ j, ?_⟩
    · split_ifs
      exacts [hg k, le_rfl]
    · rw [if_pos hj]
      exact hgj
  -- static modes grow linearly, all others stay bounded
  have hbound : ∀ t, (∑ k, (if w k = 0 then g k else 0)) * t + -(∑ k, g k / |w k|)
      ≤ rate g w t := by
    intro t
    rw [rate_eq_sum_integral, Finset.sum_mul, ← sub_eq_add_neg, ← Finset.sum_sub_distrib]
    refine Finset.sum_le_sum fun k _ => ?_
    by_cases h : w k = 0
    · simp [h]
    · rw [if_neg h, mode_integral h]
      have h1 := Real.abs_sin_le_one (w k * t)
      have h2 : |Real.sin (w k * t) / w k| ≤ 1 / |w k| := by
        rw [abs_div]
        gcongr
      calc 0 * t - g k / |w k| = g k * (-(1 / |w k|)) := by ring
        _ ≤ g k * (Real.sin (w k * t) / w k) :=
          mul_le_mul_of_nonneg_left (abs_le.1 h2).1 (hg k)
  exact tendsto_atTop_mono hbound
    (tendsto_atTop_add_const_right _ _ (tendsto_id.const_mul_atTop hA))

end

end DiscreteBathDephasing
```

```lean
#print axioms DiscreteBathDephasing.rate_negative_arbitrarily_late
-- 'DiscreteBathDephasing.rate_negative_arbitrarily_late' depends on axioms: [propext, Classical.choice, Quot.sound]
#print axioms DiscreteBathDephasing.rate_no_markovian_limit
-- 'DiscreteBathDephasing.rate_no_markovian_limit' depends on axioms: [propext, Classical.choice, Quot.sound]
#print axioms DiscreteBathDephasing.rate_diverges_of_zero_mode
-- 'DiscreteBathDephasing.rate_diverges_of_zero_mode' depends on axioms: [propext, Classical.choice, Quot.sound]
```
